# Finitely many Boltzmann-distributed charged species have a unique neutral chemical potential exactly when both signs of charge occur

A semiconductor in equilibrium contains charged defects, electrons and holes. Raising the electron chemical potential \(\mu\) suppresses positive species and favours negative ones, and the crystal as a whole must be neutral. Does this condition fix \(\mu\)?

Take non-interacting, dilute species \(d\), with charges \(q_d\) in units of the elementary charge and formation energies \(E_d+q_d\mu\). Their concentrations are \(c_d e^{-bq_d\mu}\), where \(b=1/k_BT\) and \(c_d>0\) is the concentration at \(\mu=0\), equal to \(e^{-bE_d}\) times the site density and degeneracy for a defect, or times the effective density of states for electrons or holes. The species are labelled by a finite type `ι`.

```lean
import Mathlib

open Finset

namespace ChargeNeutrality

noncomputable section

variable {ι : Type*} [Fintype ι]
```

The net charge is

\[
\rho(\mu)=\sum_d q_d c_d e^{-bq_d\mu}.
\]

In Lean, `c` and `q` are real-valued functions on `ι`, so charges need not be integers. Fermi–Dirac statistics, site saturation and dopants of frozen concentration are not covered.

```lean
/-- Net charge at chemical potential `μ` of species with charges `q d` and
concentrations `c d * exp (-b * q d * μ)`. -/
def netCharge (c q : ι → ℝ) (b μ : ℝ) : ℝ :=
  ∑ d, q d * c d * Real.exp (-b * q d * μ)
```

The total absolute charge at \(\mu=0\), \(S=\sum_d|q_d|c_d\), will set the scale of the bounds.

```lean
/-- Total absolute charge of all species at `μ = 0`, for positive prefactors `c d`. -/
def grossCharge (c q : ι → ℝ) : ℝ := ∑ d, |q d| * c d
```

## Net charge falls as the chemical potential rises

Reversing every charge together with \(\mu\) leaves each exponent unchanged, since \((-q_d)(-\mu)=q_d\mu\), and reverses the sign of each factor \(q_dc_d\). Hence \(\rho_{-q}(-\mu)=-\rho_q(\mu)\). The proof compares the sums term by term.

```lean
/-- Charge conjugation: reversing all charges and the chemical potential reverses
the net charge. -/
theorem netCharge_conj (c q : ι → ℝ) (b μ : ℝ) :
    netCharge c (fun d => -q d) b (-μ) = -netCharge c q b μ := by
  unfold netCharge
  rw [← Finset.sum_neg_distrib]
  refine Finset.sum_congr rfl fun d _ => ?_
  have e : -b * -q d * -μ = -b * q d * μ := by ring
  rw [e]
  ring
```

Let \(\mu<\nu\). If \(q_d>0\), then \(e^{-bq_d\nu}<e^{-bq_d\mu}\), and multiplying by \(q_dc_d>0\) keeps the inequality. If \(q_d<0\), the exponential grows, but the negative factor \(q_dc_d\) reverses the inequality. Either way the term falls; uncharged species contribute zero. One charged species therefore makes \(\rho\) strictly decreasing. In the proof, `key` is the two-sign argument and `Finset.sum_lt_sum` adds the terms.

```lean
/-- If some species is charged, the net charge strictly decreases with the chemical
potential. -/
theorem netCharge_strictAnti {c q : ι → ℝ} {b : ℝ} (hb : 0 < b) (hc : ∀ d, 0 < c d)
    (hq : ∃ d, q d ≠ 0) : StrictAnti (netCharge c q b) := by
  intro μ ν h
  -- every charged species contributes a strictly decreasing term
  have key : ∀ d, q d ≠ 0 →
      q d * c d * Real.exp (-b * q d * ν) < q d * c d * Real.exp (-b * q d * μ) := by
    intro d hd
    rcases lt_or_gt_of_ne hd with hn | hp
    · have h1 : Real.exp (-b * q d * μ) < Real.exp (-b * q d * ν) := by
        apply Real.exp_lt_exp.2
        nlinarith [mul_pos (mul_pos hb (neg_pos.2 hn)) (sub_pos.2 h)]
      exact mul_lt_mul_of_neg_left h1 (mul_neg_of_neg_of_pos hn (hc d))
    · have h1 : Real.exp (-b * q d * ν) < Real.exp (-b * q d * μ) := by
        apply Real.exp_lt_exp.2
        nlinarith [mul_pos (mul_pos hb hp) (sub_pos.2 h)]
      exact mul_lt_mul_of_pos_left h1 (mul_pos hp (hc d))
  obtain ⟨d, hd⟩ := hq
  unfold netCharge
  refine Finset.sum_lt_sum (fun e _ => ?_) ⟨d, Finset.mem_univ d, key d hd⟩
  by_cases he : q e = 0
  · simp [he]
  · exact (key e he).le
```

## An explicit interval containing neutrality

Let \(q_p>0\) and \(t=S/(bc_pq_p^2)\ge0\). At \(\mu=-t\) a negative species has \(e^{bq_dt}\le1\), so its term is at least \(-|q_d|c_d\); the other terms are non-negative. From \(e^x\ge1+x\),

\[
q_pc_pe^{bq_pt}\ge q_pc_p+bc_pq_p^2t=q_pc_p+S\ge S.
\]

The negative terms together are at least \(-S\), so \(\rho(-t)\ge0\). Lean adds \(|q_d|c_d\) to every term (`hterm`), which makes them all non-negative, and then bounds the sum below by its \(p\) term, using `hbig`.

```lean
/-- A positive species `p` gives an explicit chemical potential at which the net charge
is not negative. -/
theorem netCharge_nonneg_at_lower {c q : ι → ℝ} {b : ℝ} (hb : 0 < b)
    (hc : ∀ d, 0 < c d) {p : ι} (hp : 0 < q p) :
    0 ≤ netCharge c q b (-(grossCharge c q / (b * c p * q p ^ 2))) := by
  have hcp := hc p
  have hS : 0 ≤ grossCharge c q :=
    Finset.sum_nonneg fun d _ => mul_nonneg (abs_nonneg _) (hc d).le
  obtain ⟨t, ht⟩ : ∃ t, t = grossCharge c q / (b * c p * q p ^ 2) := ⟨_, rfl⟩
  have ht0 : 0 ≤ t := by
    rw [ht]
    exact div_nonneg hS (by positivity)
  have htS : t * (b * c p * q p ^ 2) = grossCharge c q := by
    rw [ht]
    exact div_mul_cancel₀ _ (by positivity)
  rw [← ht]
  -- no species contributes less than minus its absolute charge at `μ = 0`
  have hterm : ∀ d, 0 ≤ q d * c d * Real.exp (-b * q d * -t) + |q d| * c d := by
    intro d
    have hcd := hc d
    rcases le_or_gt 0 (q d) with h | h
    · positivity
    · have h1 : Real.exp (-b * q d * -t) ≤ 1 := by
        apply Real.exp_le_one_iff.2
        nlinarith [mul_nonneg (mul_nonneg hb.le (neg_pos.2 h).le) ht0]
      rw [abs_of_neg h]
      nlinarith [mul_nonneg (mul_nonneg (neg_pos.2 h).le hcd.le) (sub_nonneg.2 h1)]
  -- species `p` alone contributes at least the gross charge
  have hbig : grossCharge c q ≤ q p * c p * Real.exp (-b * q p * -t) := by
    have h1 := mul_le_mul_of_nonneg_left (Real.add_one_le_exp (-b * q p * -t))
      (mul_pos hp hcp).le
    nlinarith [mul_pos hp hcp]
  have hsum := Finset.single_le_sum (fun d _ => hterm d) (Finset.mem_univ p)
  rw [Finset.sum_add_distrib] at hsum
  have habs : 0 ≤ |q p| * c p := by positivity
  unfold netCharge
  unfold grossCharge at hbig
  linarith
```

For \(q_n<0\), apply this bound to the conjugate system. With \(u=S/(bc_nq_n^2)\) it gives \(-\rho(u)=\rho_{-q}(-u)\ge0\), so \(\rho(u)\le0\). Since \(\rho\) is continuous, the intermediate value theorem gives a zero in \([-t,u]\).

```lean
/-- A positive species `p` and a negative species `n` give an explicit interval that
contains a neutral chemical potential. -/
theorem exists_neutral_in_bracket {c q : ι → ℝ} {b : ℝ} (hb : 0 < b)
    (hc : ∀ d, 0 < c d) {p n : ι} (hp : 0 < q p) (hn : q n < 0) :
    ∃ μ ∈ Set.Icc (-(grossCharge c q / (b * c p * q p ^ 2)))
      (grossCharge c q / (b * c n * q n ^ 2)), netCharge c q b μ = 0 := by
  have hcp := hc p
  have hcn := hc n
  have hS : 0 ≤ grossCharge c q :=
    Finset.sum_nonneg fun d _ => mul_nonneg (abs_nonneg _) (hc d).le
  have hlo := netCharge_nonneg_at_lower hb hc hp
  -- the upper end follows by charge conjugation
  have hup := netCharge_nonneg_at_lower (q := fun d => -q d) (p := n) hb hc (neg_pos.2 hn)
  have hg : grossCharge c (fun d => -q d) = grossCharge c q := by simp [grossCharge]
  simp only [hg, neg_sq, netCharge_conj] at hup
  have h1 : 0 ≤ grossCharge c q / (b * c p * q p ^ 2) := div_nonneg hS (by positivity)
  have h2 : 0 ≤ grossCharge c q / (b * c n * q n ^ 2) := div_nonneg hS (by positivity)
  have hcont : Continuous (netCharge c q b) := by
    unfold netCharge
    fun_prop
  exact intermediate_value_Icc' (by linarith) hcont.continuousOn ⟨by linarith, hlo⟩
```

Two distinct zeros would contradict strict decrease. The theorem says that for \(b>0\), all \(c_d>0\) and both signs of charge present, there is exactly one real \(\mu\) (`∃!`) with \(\rho(\mu)=0\). For defect calculations within this dilute Boltzmann model, the neutrality equation thus has a single solution, and \([-t,u]\) contains it. The interval can be far too wide for numerical use. For holes and electrons alone, with similar effective densities of states and \(\mu\) measured from the valence band edge, \(u\) is roughly \(k_BT\,e^{E_g/k_BT}\), where \(E_g\gg k_BT\) is the band gap. Bisection can instead start from any narrower interval on which \(\rho\) changes sign.

```lean
/-- Charge neutrality: if positive and negative species are both present, the net charge
vanishes at exactly one chemical potential. -/
theorem existsUnique_neutral {c q : ι → ℝ} {b : ℝ} (hb : 0 < b) (hc : ∀ d, 0 < c d)
    (hpos : ∃ d, 0 < q d) (hneg : ∃ d, q d < 0) : ∃! μ, netCharge c q b μ = 0 := by
  obtain ⟨p, hp⟩ := hpos
  obtain ⟨n, hn⟩ := hneg
  obtain ⟨μ, -, hμ⟩ := exists_neutral_in_bracket hb hc hp hn
  exact ⟨μ, hμ, fun ν hν =>
    (netCharge_strictAnti hb hc ⟨p, hp.ne'⟩).injective (hν.trans hμ.symm)⟩
```

The condition \(b>0\) matters: at \(b=0\), charges \(\pm1\) with equal prefactors are neutral at every \(\mu\), and with unequal prefactors at none.

## Both signs are necessary

If some species is charged but none is positive, every term is at most zero and one is negative, so \(\rho<0\). A neutral system with a charged species therefore contains a positive one.

```lean
/-- A neutral system with a charged species contains a positive species. -/
theorem exists_pos_of_neutral {c q : ι → ℝ} {b μ : ℝ} (hc : ∀ d, 0 < c d)
    (h : netCharge c q b μ = 0) (hq : ∃ d, q d ≠ 0) : ∃ d, 0 < q d := by
  by_contra hno
  have hle : ∀ d, q d ≤ 0 := fun d => le_of_not_gt fun hd => hno ⟨d, hd⟩
  obtain ⟨d, hd⟩ := hq
  have hlt : ∑ e, q e * c e * Real.exp (-b * q e * μ) < ∑ _e : ι, (0 : ℝ) := by
    refine Finset.sum_lt_sum (fun e _ => ?_) ⟨d, Finset.mem_univ d, ?_⟩
    · exact mul_nonpos_of_nonpos_of_nonneg
        (mul_nonpos_of_nonpos_of_nonneg (hle e) (hc e).le) (Real.exp_pos _).le
    · exact mul_neg_of_neg_of_pos
        (mul_neg_of_neg_of_pos (lt_of_le_of_ne (hle d) hd) (hc d)) (Real.exp_pos _)
  rw [Finset.sum_const_zero] at hlt
  unfold netCharge at h
  linarith
```

Now suppose the neutral level \(\mu\) is unique. Some species must be charged, or \(\mu+1\) would be neutral too. The previous step gives a positive species; applied to the conjugate system at \(-\mu\), it gives a negative one.

```lean
/-- A unique neutral chemical potential exists exactly when both signs of charge occur. -/
theorem existsUnique_neutral_iff {c q : ι → ℝ} {b : ℝ} (hb : 0 < b) (hc : ∀ d, 0 < c d) :
    (∃! μ, netCharge c q b μ = 0) ↔ (∃ d, 0 < q d) ∧ ∃ d, q d < 0 := by
  refine ⟨?_, fun h => existsUnique_neutral hb hc h.1 h.2⟩
  rintro ⟨μ, hμ, huniq⟩
  -- without charged species every chemical potential would be neutral
  have hq : ∃ d, q d ≠ 0 := by
    by_contra hno
    have h0 : ∀ d, q d = 0 := fun d => by_contra fun hd => hno ⟨d, hd⟩
    have h1 : μ + 1 = μ := huniq (μ + 1) (by simp [netCharge, h0])
    linarith
  refine ⟨exists_pos_of_neutral hc hμ hq, ?_⟩
  have hconj : netCharge c (fun d => -q d) b (-μ) = 0 := by
    rw [netCharge_conj, neg_eq_zero]
    exact hμ
  obtain ⟨d, hd⟩ := hq
  obtain ⟨n, hn⟩ := exists_pos_of_neutral hc hconj ⟨d, neg_ne_zero.2 hd⟩
  exact ⟨n, neg_pos.1 hn⟩
```

## How the level responds to the prefactors

Suppose that some species is charged, and let new prefactors \(c'_d>0\) be no smaller for positive species and no larger for negative ones. Every term at the old level \(\mu\) then stays equal or rises, so \(\rho_{c'}(\mu)\ge\rho_c(\mu)=0\). If the new level \(\mu'\) were below \(\mu\), strict decrease would give \(\rho_{c'}(\mu)<\rho_{c'}(\mu')=0\), a contradiction. Hence \(\mu\le\mu'\).

```lean
/-- Raising the prefactors of positive species and lowering those of negative species
does not lower the neutral chemical potential. -/
theorem neutral_level_mono {c c' q : ι → ℝ} {b μ μ' : ℝ} (hb : 0 < b)
    (hc' : ∀ d, 0 < c' d) (hq : ∃ d, q d ≠ 0)
    (hpos : ∀ d, 0 < q d → c d ≤ c' d) (hneg : ∀ d, q d < 0 → c' d ≤ c d)
    (h : netCharge c q b μ = 0) (h' : netCharge c' q b μ' = 0) : μ ≤ μ' := by
  -- at the old level the new net charge is at least the old one
  have hle : netCharge c q b μ ≤ netCharge c' q b μ := by
    unfold netCharge
    refine Finset.sum_le_sum fun d _ => ?_
    refine mul_le_mul_of_nonneg_right ?_ (Real.exp_pos _).le
    rcases lt_trichotomy (q d) 0 with hd | hd | hd
    · exact mul_le_mul_of_nonpos_left (hneg d hd) hd.le
    · simp [hd]
    · exact mul_le_mul_of_nonneg_left (hpos d hd) hd.le
  by_contra hlt
  have := netCharge_strictAnti hb hc' hq (not_le.1 hlt)
  linarith
```

The smallest system with a unique level has two species, of charges \(z>0\) and \(-w<0\):

\[
\rho(\mu)=e^{-bz\mu}\left(zc_1-wc_2e^{b(z+w)\mu}\right).
\]

The first factor never vanishes, so neutrality means \(e^{b(z+w)\mu}=zc_1/(wc_2)\), and taking logarithms gives

\[
\mu=\frac{\log\bigl(zc_1/(wc_2)\bigr)}{b(z+w)}.
\]

For holes and electrons, \(z=w=1\), this is \(\mu=\log(c_1/c_2)/(2b)\). The Lean proof establishes the factorisation as `hnet` and then solves for \(\mu\) in both directions.

```lean
/-- For two species of charges `z` and `-w`, the neutral chemical potential is
`log (z c₁ / (w c₂)) / (b (z + w))`. -/
theorem neutral_two_species {c₁ c₂ z w b : ℝ} (hb : 0 < b) (h₁ : 0 < c₁) (h₂ : 0 < c₂)
    (hz : 0 < z) (hw : 0 < w) (μ : ℝ) :
    netCharge ![c₁, c₂] ![z, -w] b μ = 0 ↔
      μ = Real.log (z * c₁ / (w * c₂)) / (b * (z + w)) := by
  have hne : b * (z + w) ≠ 0 := by positivity
  have hwc : w * c₂ ≠ 0 := by positivity
  -- factor out the Boltzmann factor of the positive species
  have hnet : netCharge ![c₁, c₂] ![z, -w] b μ =
      Real.exp (-b * z * μ) * (z * c₁ - w * c₂ * Real.exp (μ * (b * (z + w)))) := by
    have e : Real.exp (-b * -w * μ) =
        Real.exp (-b * z * μ) * Real.exp (μ * (b * (z + w))) := by
      rw [← Real.exp_add]
      congr 1
      ring
    simp only [netCharge, Fin.sum_univ_two, Matrix.cons_val_zero, Matrix.cons_val_one]
    rw [e]
    ring
  rw [hnet, eq_div_iff hne]
  constructor
  · intro h
    have h2 := (mul_eq_zero.1 h).resolve_left (Real.exp_pos _).ne'
    have h3 : Real.exp (μ * (b * (z + w))) = z * c₁ / (w * c₂) := by
      rw [eq_div_iff hwc]
      linarith
    rw [← h3, Real.log_exp]
  · intro h
    have h4 : w * c₂ * (z * c₁ / (w * c₂)) = z * c₁ := by field_simp
    rw [h, Real.exp_log (by positivity), h4, sub_self, mul_zero]

end

end ChargeNeutrality
```

```lean
#print axioms ChargeNeutrality.existsUnique_neutral_iff
-- 'ChargeNeutrality.existsUnique_neutral_iff' depends on axioms: [propext, Classical.choice, Quot.sound]
#print axioms ChargeNeutrality.neutral_level_mono
-- 'ChargeNeutrality.neutral_level_mono' depends on axioms: [propext, Classical.choice, Quot.sound]
#print axioms ChargeNeutrality.neutral_two_species
-- 'ChargeNeutrality.neutral_two_species' depends on axioms: [propext, Classical.choice, Quot.sound]
```
